# At energies below the pair energies, omitting virtual pair states cannot lower the T-matrix of a positive definite repulsion

A ladder calculation often truncates its sum over virtual pair states. Suppose the sum has been carried out for a set S₁, and a larger set S₂ that contains S₁ is available but expensive. One can keep the T-matrix T₁ of the smaller set, apply it to the pair amplitude x of interest, and take the overlaps of T₁x with the omitted states. For a positive definite interaction and an energy ω below all pair energies in S₂, the squared moduli of these overlaps, each divided by the pair energy minus ω, sum to a bound on the truncation error of x†Tx. The sign of the error is known in advance: compared with S₂, the smaller set gives too much repulsion, or exactly the same amount.

In matrix form, let V be the bare interaction, Qⱼ minus the free pair propagator of set j, Tⱼ = (V⁻¹ + Qⱼ)⁻¹ and D = Q₂ − Q₁. If V is positive definite, Q₁ ≥ 0 and Q₁ ≤ Q₂, then

0 ≤ T₂DT₂ ≤ T₁ − T₂ ≤ T₁DT₁.

Here A ≤ B is the Loewner order: B − A is positive semidefinite, so it is Hermitian and x†(B − A)x ≥ 0 for every x.

## A finite pair space with fixed pair states

The index type `n` labels a finite orthonormal basis of two-particle states, and V, Q and T are complex matrices in it. The virtual pair states φₖ are vectors in this space with real energies Eₖ. The theorems hold for any such vectors. When the φₖ are orthonormal eigenstates of the non-interacting pair Hamiltonian with eigenvalues Eₖ, the free pair propagator is Σₖ |φₖ⟩⟨φₖ|/(ω − Eₖ), so

Q(S) = Σ_{k∈S} |φₖ⟩⟨φₖ|/(Eₖ − ω).

In Lean this is `pairResponse φ E ω S`, with `vecMulVec (φ k) (star (φ k))` for |φₖ⟩⟨φₖ|. The T-matrix is `tMatrix V Q`.

```lean
import Mathlib

open Matrix
open scoped ComplexOrder MatrixOrder

namespace LadderTruncation

noncomputable section

variable {n p : Type*} [Fintype n] [DecidableEq n] [DecidableEq p]

/-- The ladder T-matrix `(V⁻¹ + Q)⁻¹` of a bare interaction `V`, where `Q` is minus the free
pair propagator. Its domain is `V` and `V⁻¹ + Q` invertible. -/
def tMatrix (V Q : Matrix n n ℂ) : Matrix n n ℂ := (V⁻¹ + Q)⁻¹

/-- Minus the free pair propagator at energy `ω`, summed over the virtual pair states `φ k` of
energy `E k` with `k` in `S`. Its domain is `ω ≠ E k` for all `k` in `S`. -/
def pairResponse (φ : p → n → ℂ) (E : p → ℝ) (ω : ℝ) (S : Finset p) : Matrix n n ℂ :=
  ∑ k ∈ S, (((E k - ω)⁻¹ : ℝ) : ℂ) • vecMulVec (φ k) (star (φ k))
```

Both truncations share the same V, φₖ, Eₖ and ω. If enlarging the basis also changes the orbitals or their energies, the comparison no longer applies. The model contains particle–particle ladders only, with non-interacting intermediate pairs.

## V positive definite: every pair amplitude is repelled

Physically, x†Vx > 0 for every nonzero pair amplitude x. By hand, Vx = 0 gives x†Vx = 0 and hence x = 0, so V⁻¹ exists. It is positive definite because, for x ≠ 0,

x†V⁻¹x = (V⁻¹x)†V(V⁻¹x) > 0.

Adding Q ≥ 0 keeps the form strictly positive. Hence V⁻¹ + Q has only positive eigenvalues, and so does its inverse T.

In the file, `hV.inv.add_posSemidef hQ` is this argument, and a final `.inv` passes to T. The next lemma turns positivity into invertibility and records both products with the inverse.

```lean
/-- For a positive definite interaction and a positive semidefinite `Q`, the T-matrix is
positive definite. -/
theorem tMatrix_posDef {V Q : Matrix n n ℂ} (hV : V.PosDef) (hQ : Q.PosSemidef) :
    (tMatrix V Q).PosDef :=
  (hV.inv.add_posSemidef hQ).inv

/-- For a positive definite interaction and a positive semidefinite `Q`, the T-matrix is a
two-sided inverse of `V⁻¹ + Q`. -/
theorem tMatrix_inverse {V Q : Matrix n n ℂ} (hV : V.PosDef) (hQ : Q.PosSemidef) :
    tMatrix V Q * (V⁻¹ + Q) = 1 ∧ (V⁻¹ + Q) * tMatrix V Q = 1 := by
  have h := (Matrix.isUnit_iff_isUnit_det _).mp (hV.inv.add_posSemidef hQ).isUnit
  exact ⟨Matrix.nonsing_inv_mul _ h, Matrix.mul_nonsing_inv _ h⟩
```

Invertibility of V also connects the closed form to the ladder sum. Multiplying the ladder equation T = V − VQT by V⁻¹ gives

V⁻¹T = 1 − QT, hence (V⁻¹ + Q)T = 1, hence T = (V⁻¹ + Q)⁻¹.

Each step can be reversed, so the T-matrix is the only solution. The theorem `ladder_equation_iff` states this as an equivalence for an arbitrary matrix X. Its two branches are the two directions of the calculation. No convergence of the Born series is assumed.

```lean
/-- For a positive definite interaction and a positive semidefinite `Q`, the T-matrix is the one
and only solution of the ladder equation `X = V - V Q X`. -/
theorem ladder_equation_iff {V Q : Matrix n n ℂ} (hV : V.PosDef) (hQ : Q.PosSemidef)
    (X : Matrix n n ℂ) : X = V - V * Q * X ↔ X = tMatrix V Q := by
  obtain ⟨hl, hr⟩ := tMatrix_inverse hV hQ
  have hu := (Matrix.isUnit_iff_isUnit_det _).mp hV.isUnit
  have v1 : V * V⁻¹ = 1 := Matrix.mul_nonsing_inv _ hu
  have v2 : V⁻¹ * V = 1 := Matrix.nonsing_inv_mul _ hu
  constructor
  · intro h
    -- multiply the ladder equation by `V⁻¹`
    have h1 : V⁻¹ * X = 1 - Q * X := by
      calc V⁻¹ * X = V⁻¹ * (V - V * Q * X) := by rw [← h]
        _ = V⁻¹ * V - (V⁻¹ * V) * (Q * X) := by noncomm_ring
        _ = 1 - Q * X := by rw [v2, one_mul]
    have h2 : (V⁻¹ + Q) * X = 1 := by rw [add_mul, h1, sub_add_cancel]
    calc X = (tMatrix V Q * (V⁻¹ + Q)) * X := by rw [hl, one_mul]
      _ = tMatrix V Q := by rw [mul_assoc, h2, mul_one]
  · rintro rfl
    symm
    calc V - V * Q * tMatrix V Q
        = V * ((V⁻¹ + Q) * tMatrix V Q) - V * Q * tMatrix V Q := by rw [hr, mul_one]
      _ = (V * V⁻¹) * tMatrix V Q := by noncomm_ring
      _ = tMatrix V Q := by rw [v1, one_mul]
```

Without positivity the sign can fail. Take one-dimensional matrices with V = −1, Q₁ = 0 and Q₂ = 2. Then T₁ = −1 and T₂ = 1, so T₁ − T₂ = −2. It is therefore not enough that V is Hermitian and that V and both V⁻¹ + Qⱼ are invertible. As Q grows from 0 to 2, this attractive T-matrix passes through a pole at Q = 1, the mark of a bound pair.

## Q₁ ≥ 0: the retained pairs are virtual

For the concrete Q(S), this holds when ω lies below every retained pair energy, so that no retained pair can be created as a real excitation. By hand, the condition serves to make V⁻¹ + Q₁ positive definite. Since Q₂ = Q₁ + D, the condition D ≥ 0 then gives Q₂ ≥ 0 as well.

With both inverses available, insert 1 = (V⁻¹ + Q₂)T₂ and 1 = T₁(V⁻¹ + Q₁):

T₁ − T₂ = T₁(V⁻¹ + Q₂)T₂ − T₁(V⁻¹ + Q₁)T₂ = T₁DT₂.

The same identity with the indices exchanged reads T₂ − T₁ = −T₂DT₁, so T₂ = T₁ − T₂DT₁. Substituting this for the last factor gives

T₁ − T₂ = T₁DT₁ − T₁DT₂DT₁.

The lemmas `tMatrix_sub` and `tMatrix_sub_second_order` are these two displays. The rewrites insert the identities, and `noncomm_ring` expands the products without commuting matrices. Neither lemma needs Q₁ and Q₂ to be ordered.

```lean
/-- Resolvent identity: for a positive definite interaction and positive semidefinite `Q₁`, `Q₂`,
the two T-matrices differ by `T₁ (Q₂ - Q₁) T₂`. -/
theorem tMatrix_sub {V Q₁ Q₂ : Matrix n n ℂ} (hV : V.PosDef) (h₁ : Q₁.PosSemidef)
    (h₂ : Q₂.PosSemidef) :
    tMatrix V Q₁ - tMatrix V Q₂ = tMatrix V Q₁ * (Q₂ - Q₁) * tMatrix V Q₂ := by
  have a := (tMatrix_inverse hV h₁).1
  have b := (tMatrix_inverse hV h₂).2
  calc tMatrix V Q₁ - tMatrix V Q₂
      = tMatrix V Q₁ * ((V⁻¹ + Q₂) * tMatrix V Q₂)
        - (tMatrix V Q₁ * (V⁻¹ + Q₁)) * tMatrix V Q₂ := by rw [a, b, mul_one, one_mul]
    _ = tMatrix V Q₁ * (Q₂ - Q₁) * tMatrix V Q₂ := by noncomm_ring

/-- The resolvent identity iterated once: for a positive definite interaction and positive
semidefinite `Q₁`, `Q₂`, the difference is `T₁ D T₁ - T₁ D T₂ D T₁` with `D = Q₂ - Q₁`. -/
theorem tMatrix_sub_second_order {V Q₁ Q₂ : Matrix n n ℂ} (hV : V.PosDef)
    (h₁ : Q₁.PosSemidef) (h₂ : Q₂.PosSemidef) :
    tMatrix V Q₁ - tMatrix V Q₂ = tMatrix V Q₁ * (Q₂ - Q₁) * tMatrix V Q₁
      - tMatrix V Q₁ * (Q₂ - Q₁) * tMatrix V Q₂ * (Q₂ - Q₁) * tMatrix V Q₁ := by
  have h : tMatrix V Q₁ - tMatrix V Q₂ * (Q₂ - Q₁) * tMatrix V Q₁ = tMatrix V Q₂ := by
    calc tMatrix V Q₁ - tMatrix V Q₂ * (Q₂ - Q₁) * tMatrix V Q₁
        = tMatrix V Q₁ + tMatrix V Q₂ * (Q₁ - Q₂) * tMatrix V Q₁ := by noncomm_ring
      _ = tMatrix V Q₁ + (tMatrix V Q₂ - tMatrix V Q₁) := by rw [← tMatrix_sub hV h₂ h₁]
      _ = tMatrix V Q₂ := by abel
  calc tMatrix V Q₁ - tMatrix V Q₂
      = tMatrix V Q₁ * (Q₂ - Q₁) * tMatrix V Q₂ := tMatrix_sub hV h₁ h₂
    _ = tMatrix V Q₁ * (Q₂ - Q₁)
        * (tMatrix V Q₁ - tMatrix V Q₂ * (Q₂ - Q₁) * tMatrix V Q₁) := by rw [h]
    _ = _ := by noncomm_ring
```

Without Q₁ ≥ 0 the error can again have the wrong sign. For V = 1, Q₁ = −2 and Q₂ = 0 one finds T₁ = −1 and T₂ = 1. A Hermitian Q₁ ≤ Q₂ for which both T-matrices exist is therefore not sufficient.

## Q₁ ≤ Q₂: the larger set only adds to the response

The difference D describes the omitted pairs, and D ≥ 0 says that they can only add to the response. Since D and T₁ are Hermitian, the remainder above satisfies

x†T₁DT₂DT₁x = y†T₂y ≥ 0, with y = DT₁x.

Subtracting it can only lower T₁DT₁, which proves the upper bound. Exchanging the indices in the iterated identity, and with them the sign of D, gives

T₁ − T₂ = T₂DT₂ + T₂DT₁DT₂.

The last term is positive semidefinite for the same reason, so T₂DT₂ ≤ T₁ − T₂. Finally x†T₂DT₂x = (T₂x)†D(T₂x) ≥ 0, which gives the sign of the error.

The lemma `sandwich_posSemidef` supplies the positivity of both remainders. In the main theorem, `key` is the exchanged identity, `low` the lower bound and `pos` the positivity of T₂DT₂. The three parts of the conclusion are the sign, the sharper lower bound and the upper bound.

```lean
omit [DecidableEq n] in
/-- If `A` is positive semidefinite and `B`, `T` are Hermitian, then `T B A B T` is positive
semidefinite. -/
theorem sandwich_posSemidef {A B T : Matrix n n ℂ} (hA : A.PosSemidef) (hB : B.IsHermitian)
    (hT : T.IsHermitian) : (T * B * A * B * T).PosSemidef := by
  have h := hA.conjTranspose_mul_mul_same (B * T)
  rw [Matrix.conjTranspose_mul, hB.eq, hT.eq] at h
  simpa only [Matrix.mul_assoc] using h

/-- Truncation error of the ladder sum: for `V` positive definite and `0 ≤ Q₁ ≤ Q₂`, the excess
`T₁ - T₂` is positive semidefinite and lies between `T₂ (Q₂ - Q₁) T₂` and `T₁ (Q₂ - Q₁) T₁` in
the Loewner order. -/
theorem truncation_error_bounds {V Q₁ Q₂ : Matrix n n ℂ} (hV : V.PosDef)
    (h₁ : Q₁.PosSemidef) (h₁₂ : Q₁ ≤ Q₂) :
    0 ≤ tMatrix V Q₁ - tMatrix V Q₂ ∧
    tMatrix V Q₂ * (Q₂ - Q₁) * tMatrix V Q₂ ≤ tMatrix V Q₁ - tMatrix V Q₂ ∧
    tMatrix V Q₁ - tMatrix V Q₂ ≤ tMatrix V Q₁ * (Q₂ - Q₁) * tMatrix V Q₁ := by
  have hD : (Q₂ - Q₁).PosSemidef := Matrix.le_iff.mp h₁₂
  have h₂ : Q₂.PosSemidef := by simpa using hD.add h₁
  have t₁ := (tMatrix_posDef hV h₁).posSemidef
  have t₂ := (tMatrix_posDef hV h₂).posSemidef
  -- exchanging `Q₁` and `Q₂` in the iterated identity gives the lower bound
  have low : tMatrix V Q₂ * (Q₂ - Q₁) * tMatrix V Q₂ ≤ tMatrix V Q₁ - tMatrix V Q₂ := by
    have key : tMatrix V Q₁ - tMatrix V Q₂ - tMatrix V Q₂ * (Q₂ - Q₁) * tMatrix V Q₂
        = tMatrix V Q₂ * (Q₂ - Q₁) * tMatrix V Q₁ * (Q₂ - Q₁) * tMatrix V Q₂ := by
      rw [← neg_sub (tMatrix V Q₂), tMatrix_sub_second_order hV h₂ h₁]
      noncomm_ring
    have h := sandwich_posSemidef t₁ hD.isHermitian t₂.isHermitian
    rw [← key] at h
    exact Matrix.le_iff.mpr h
  have pos : 0 ≤ tMatrix V Q₂ * (Q₂ - Q₁) * tMatrix V Q₂ := by
    have h := hD.conjTranspose_mul_mul_same (tMatrix V Q₂)
    rw [t₂.isHermitian.eq] at h
    rw [Matrix.le_iff, sub_zero]
    exact h
  refine ⟨pos.trans low, low, ?_⟩
  rw [Matrix.le_iff, tMatrix_sub_second_order hV h₁ h₂, sub_sub_cancel]
  exact sandwich_posSemidef t₂ hD.isHermitian t₁.isHermitian
```

If Q₁ and Q₂ are merely both positive semidefinite, the sign can fail: V = 1, Q₁ = 1 and Q₂ = 0 give T₁ − T₂ = −1/2. The two remainders stay positive semidefinite in that case, so the comparisons with T₂DT₂ and T₁DT₁ survive. Only the comparison with zero is lost.

## S₁ ⊆ S₂ and ω < Eₖ: an error bound from the omitted states

For nested sets, the common terms cancel in D, leaving D = Q(S₂∖S₁). With ω below all energies in S₂, every weight 1/(Eₖ − ω) is positive, so Q(S₁) ≥ 0 and D ≥ 0. Taking the upper bound in the amplitude x and moving one Hermitian T₁ to the left gives

x†(T₁ − T₂)x ≤ (T₁x)†D(T₁x) = Σ_{k∈S₂∖S₁} |φₖ†T₁x|²/(Eₖ − ω).

For an expectation value with x ≠ 0 not normalised, divide both sides by x†x. The sum needs the omitted states and their energies, but not T₂. It also needs the elements of T₁ that lead from x to the omitted states. If T₁ is stored only between retained states, these are missing, and the ladder equation supplies them: φₖ†T₁x = φₖ†V(x − Q₁T₁x). If S₁ is empty, T₁ = V and the bound is the size of the second-order term of the ladder.

The lemma `pairResponse_expectation` evaluates the quadratic form of Q(S) by induction over S, adding one pair state at a time.

```lean
omit [DecidableEq n] in
/-- The quadratic form `y† Q y` of `Q = pairResponse φ E ω S` is the sum over `k` in `S` of the
squared moduli of the overlaps of `y` with `φ k`, each divided by `E k - ω`. -/
theorem pairResponse_expectation (φ : p → n → ℂ) (E : p → ℝ) (ω : ℝ) (S : Finset p)
    (y : n → ℂ) : star y ⬝ᵥ (pairResponse φ E ω S *ᵥ y)
      = ((∑ k ∈ S, ‖star (φ k) ⬝ᵥ y‖ ^ 2 / (E k - ω) : ℝ) : ℂ) := by
  have hv (a b : n → ℂ) : vecMulVec a b *ᵥ y = (b ⬝ᵥ y) • a := by
    ext i
    simp only [Matrix.mulVec, dotProduct, Matrix.vecMulVec_apply, Pi.smul_apply, smul_eq_mul,
      Finset.sum_mul]
    exact Finset.sum_congr rfl fun j _ => by ring
  have hz (z : ℂ) : z * star z = ((‖z‖ ^ 2 : ℝ) : ℂ) := by
    rw [← Complex.normSq_eq_norm_sq]
    exact Complex.mul_conj z
  unfold pairResponse
  induction S using Finset.induction_on with
  | empty => simp
  | insert k S hk ih =>
    rw [Finset.sum_insert hk, Finset.sum_insert hk, Matrix.add_mulVec, dotProduct_add, ih,
      Matrix.smul_mulVec, hv, dotProduct_smul, dotProduct_smul, smul_eq_mul, smul_eq_mul,
      Matrix.star_dotProduct y (φ k), hz, Complex.ofReal_add, div_eq_inv_mul,
      Complex.ofReal_mul]
```

In `omitted_pairs_error`, the hypotheses `hS` and `hω` are the nesting and the energy condition. The expression `star x ⬝ᵥ (M *ᵥ x)` is x†Mx, and taking `.re` loses nothing because T₁ − T₂ is Hermitian. Inside the proof, `psd` uses `hω` to obtain positive responses and `hD` uses `hS` to cancel the common terms. The matrix theorem then supplies both inequalities, and the remaining rewrites move T₁ onto x.

```lean
/-- Omitting virtual pair states: for `V` positive definite, `S₁ ⊆ S₂` and `ω` below all pair
energies in `S₂`, the real part of `x† (T₁ - T₂) x` is nonnegative and is at most a sum over the
omitted states that involves only the T-matrix `T₁` of the smaller set. -/
theorem omitted_pairs_error {V : Matrix n n ℂ} (hV : V.PosDef) (φ : p → n → ℂ) (E : p → ℝ)
    (ω : ℝ) {S₁ S₂ : Finset p} (hS : S₁ ⊆ S₂) (hω : ∀ k ∈ S₂, ω < E k) (x : n → ℂ) :
    0 ≤ (star x ⬝ᵥ ((tMatrix V (pairResponse φ E ω S₁)
      - tMatrix V (pairResponse φ E ω S₂)) *ᵥ x)).re ∧
    (star x ⬝ᵥ ((tMatrix V (pairResponse φ E ω S₁)
      - tMatrix V (pairResponse φ E ω S₂)) *ᵥ x)).re
      ≤ ∑ k ∈ S₂ \ S₁,
        ‖star (φ k) ⬝ᵥ (tMatrix V (pairResponse φ E ω S₁) *ᵥ x)‖ ^ 2 / (E k - ω) := by
  have psd (S : Finset p) (h : S ⊆ S₂) : (pairResponse φ E ω S).PosSemidef := by
    refine Finset.sum_induction _ Matrix.PosSemidef (fun _ _ ha hb => ha.add hb)
      Matrix.PosSemidef.zero fun k hk => ?_
    refine (Matrix.posSemidef_vecMulVec_self_star (φ k)).smul ?_
    exact Complex.zero_le_real.mpr (inv_nonneg.mpr (sub_pos.mpr (hω k (h hk))).le)
  -- the omitted part of the response is the response of the omitted states
  have hD : pairResponse φ E ω S₂ - pairResponse φ E ω S₁ = pairResponse φ E ω (S₂ \ S₁) :=
    sub_eq_of_eq_add (Finset.sum_sdiff hS).symm
  have hle : pairResponse φ E ω S₁ ≤ pairResponse φ E ω S₂ := by
    rw [Matrix.le_iff, hD]
    exact psd _ Finset.sdiff_subset
  obtain ⟨h0, -, hup⟩ := truncation_error_bounds hV (psd S₁ hS) hle
  have hT := (tMatrix_posDef hV (psd S₁ hS)).isHermitian
  rw [Matrix.le_iff, sub_zero] at h0
  rw [Matrix.le_iff, hD] at hup
  refine ⟨(Complex.le_def.mp (h0.dotProduct_mulVec_nonneg x)).1, ?_⟩
  have h := (Complex.le_def.mp (hup.dotProduct_mulVec_nonneg x)).1
  have e := pairResponse_expectation φ E ω (S₂ \ S₁)
    (tMatrix V (pairResponse φ E ω S₁) *ᵥ x)
  rw [Matrix.star_mulVec, hT.eq, ← Matrix.dotProduct_mulVec, Matrix.mulVec_mulVec,
    Matrix.mulVec_mulVec] at e
  rw [Matrix.sub_mulVec, dotProduct_sub, e, Complex.sub_re,
    Complex.ofReal_re, Complex.zero_re] at h
  linarith

end

end LadderTruncation
```

```lean
#print axioms LadderTruncation.ladder_equation_iff
#print axioms LadderTruncation.omitted_pairs_error
```

```
'LadderTruncation.ladder_equation_iff' depends on axioms: [propext, Classical.choice, Quot.sound]
'LadderTruncation.omitted_pairs_error' depends on axioms: [propext, Classical.choice, Quot.sound]
```

Requiring only ω ≠ Eₖ would not be enough. With V = 1, S₁ empty and one omitted state φ = 1 at E − ω = −2, one has T₁ = 1 and T₂ = 2, so truncation underestimates the T-matrix. Nesting matters too: if S₁ holds one state φ = 1 with E − ω = 1 and S₂ is empty, then T₁ = 1/2 and T₂ = 1.

## The same inequality for static screening

The argument carries over to the statically screened interaction of the random-phase approximation, W = (v⁻¹ − χ₀)⁻¹, in a finite basis, with v the positive definite Coulomb matrix and χ₀ the static independent-particle response of a gapped system. Each particle–hole transition contributes a positive semidefinite term to −χ₀. With fixed orbitals and energies, leaving out transitions therefore cannot lower W, and the excess is at most W₁DW₁, where W₁ is the truncated W and D the omitted part of −χ₀.
